# For a positive semidefinite Coulomb matrix, ultrasoft exchange on a finite grid is Hermitian and negative semidefinite

Let φ_j be finitely many orbitals on a finite grid, and let A_j map an orbital ψ to its augmented pair density with φ_j. For every positive semidefinite Coulomb matrix K, the exchange operator

V = −∑_j A_j* K A_j

is Hermitian and satisfies ⟨ψ, Vψ⟩ ≤ 0 for all ψ. If the augmentation functions satisfy conj(Q_mn) = Q_nm, the adjoint acts on a potential v by

(A_j* v)(r) = v(r) φ_j(r) + ∑_mn b_n(r) (∑_s v(s) Q_nm(s)) ⟨b_m, φ_j⟩.

Here r and s are grid points, the b_m are projector functions, and ⟨f, g⟩ = ∑_s conj(f(s)) g(s).

In a hybrid functional, a positive fraction of V enters the Hamiltonian. For positive semidefinite K, this term therefore never makes a positive contribution to the expectation value in a pseudo orbital. The result says nothing about the semilocal exchange that the term replaces, and so does not fix the sign of the net change.

## From the pair density to the sign of V

For a fixed orbital φ, the augmented pair density is

(A_φ ψ)(r) = conj(φ(r)) ψ(r) + ∑_mn conj(⟨b_m, φ⟩) Q_mn(r) ⟨b_n, ψ⟩.

Writing out ⟨b_n, ψ⟩ as a grid sum gives the matrix entries

(A_φ)_rs = δ_rs conj(φ(r)) + ∑_mn conj(⟨b_m, φ⟩) Q_mn(r) conj(b_n(s)).

To form the adjoint, exchange r and s and conjugate. With conj(Q_mn) = Q_nm,

conj((A_φ)_sr) = δ_sr φ(r) + ∑_mn ⟨b_m, φ⟩ Q_nm(s) b_n(r).

Multiplying by v(s) and summing over s gives the stated formula, with A_j = A_φ for φ = φ_j.

The order of the indices needs care: conjugation turns Q_mn into Q_nm, and for real Q, where the two are equal, a slip goes unnoticed. Take one grid point, φ = v = 1, b_1 = 1, b_2 = i, Q_12 = i, Q_21 = −i and Q_11 = Q_22 = 0. The correct formula gives 3; with Q_mn in place of Q_nm it gives −1.

Since K* = K, each term of V is Hermitian:

(A_j* K A_j)* = A_j* K* A_j = A_j* K A_j.

Moving A_j* to the other side of the inner product gives

⟨χ, Vψ⟩ = −∑_j ⟨A_j χ, K A_j ψ⟩.

For χ = ψ every term of the sum is nonnegative, so ⟨ψ, Vψ⟩ ≤ 0. If K is positive definite, the sum vanishes exactly when each term does, that is, when A_j ψ = 0 for every j.

Before any smoothing, the ultrasoft augmentation functions of a single atom are built from its all-electron partial waves w_m and pseudo partial waves w̃_m:

Q_mn = conj(w_m) w_n − conj(w̃_m) w̃_n.

Put a_m = ⟨b_m, φ⟩ and c_n = ⟨b_n, ψ⟩. The augmentation term is then

conj(∑_m a_m w_m) (∑_n c_n w_n) − conj(∑_m a_m w̃_m) (∑_n c_n w̃_n).

At a point where φ = ∑_m a_m w̃_m and ψ = ∑_n c_n w̃_n, the subtracted product is conj(φ)ψ. It cancels the first term of the pair density and leaves the product of the reconstructed all-electron orbitals. Augmentation functions that have been smoothed for use on a grid do not in general give this product exactly. In a system of several atoms, Q_mn is zero when m and n belong to different atoms.

## Grid functions, projectors and augmentation

The finite types `G`, `P` and `J` label grid points, projectors and the orbitals that build the exchange operator.

In Lean 4 with Mathlib:

```lean
import Mathlib

open Matrix
open scoped ComplexConjugate ComplexOrder

namespace UltrasoftExactExchange

noncomputable section

variable {G P J : Type*} [Fintype G] [Fintype P] [Fintype J]
```

Grid sums carry unit weight, so any volume element must be absorbed into the data.

```lean
/-- The projector amplitude `⟨b_m, ψ⟩` on the grid. -/
def proj (b : P → G → ℂ) (ψ : G → ℂ) (m : P) : ℂ := ∑ s, conj (b m s) * ψ s
```

The pair density is conjugate-linear in its first orbital and linear in its second.

```lean
/-- The augmented pair density of the orbitals `φ` and `ψ`: the product `conj φ · ψ` plus the
augmentation functions `Q m n` weighted by projector amplitudes. -/
def pairDensity (b : P → G → ℂ) (Q : P → P → G → ℂ) (φ ψ : G → ℂ) (r : G) : ℂ :=
  conj (φ r) * ψ r + ∑ m, ∑ n, conj (proj b φ m) * Q m n r * proj b ψ n
```

The right-hand side of the adjoint formula gets its own definition, independent of any matrix.

```lean
/-- A potential `v` acting on the orbital `φ`: the local product plus a nonlocal term in which
the potential is integrated against the augmentation functions. -/
def potentialOnOrbital (b : P → G → ℂ) (Q : P → P → G → ℂ) (φ v : G → ℂ) (r : G) : ℂ :=
  v r * φ r + ∑ m, ∑ n, b n r * (∑ s, v s * Q n m s) * proj b φ m
```

In the code `w` and `wt` stand for w_m and w̃_m.

```lean
/-- Augmentation functions built from all-electron partial waves `w` and pseudo partial
waves `wt`: the difference of their pair products. -/
def augmentation (w wt : P → G → ℂ) (m n : P) (r : G) : ℂ :=
  conj (w m r) * w n r - conj (wt m r) * wt n r
```

These functions satisfy the symmetry condition, so the adjoint formula applies to them.

```lean
omit [Fintype G] [Fintype P] in
/-- The augmentation functions built from partial waves satisfy `conj Q_mn = Q_nm`. -/
theorem augmentation_witness (w wt : P → G → ℂ) (m n : P) (r : G) :
    conj (augmentation w wt m n r) = augmentation w wt n m r := by
  simp only [augmentation, map_sub, map_mul, Complex.conj_conj]
  ring
```

The hypotheses `hφ` and `hψ` require the partial-wave expansions to hold only at the chosen point `r`. The intermediate statement `h` is the factorisation into two products derived above.

```lean
/-- Where two pseudo orbitals equal their expansions in pseudo partial waves, their augmented
pair density is the product of the orbitals rebuilt from all-electron partial waves. -/
theorem pairDensity_eq_allElectron (b w wt : P → G → ℂ) (φ ψ : G → ℂ) (r : G)
    (hφ : ∑ m, proj b φ m * wt m r = φ r) (hψ : ∑ m, proj b ψ m * wt m r = ψ r) :
    pairDensity b (augmentation w wt) φ ψ r
      = conj (∑ m, proj b φ m * w m r) * ∑ n, proj b ψ n * w n r := by
  -- the augmentation adds the all-electron product and removes the pseudo product
  have h : ∑ m, ∑ n, conj (proj b φ m) * augmentation w wt m n r * proj b ψ n
      = conj (∑ m, proj b φ m * w m r) * (∑ n, proj b ψ n * w n r)
        - conj (∑ m, proj b φ m * wt m r) * (∑ n, proj b ψ n * wt n r) := by
    simp only [map_sum, map_mul, Finset.sum_mul_sum, ← Finset.sum_sub_distrib]
    refine Finset.sum_congr rfl fun m _ => Finset.sum_congr rfl fun n _ => ?_
    simp only [augmentation]
    ring
  rw [pairDensity, h, hφ, hψ]
  ring
```

## The operator and its adjoint

`pairMap` contains the entries (A_φ)_rs.

```lean
variable [DecidableEq G]

/-- The matrix of the linear map `A_φ` that sends an orbital to its augmented pair density
with `φ`. -/
def pairMap (b : P → G → ℂ) (Q : P → P → G → ℂ) (φ : G → ℂ) : Matrix G G ℂ :=
  Matrix.of fun r s => (if r = s then conj (φ r) else 0)
    + ∑ m, ∑ n, conj (proj b φ m) * Q m n r * conj (b n s)
```

In `exchange`, `ᴴ` is the conjugate transpose, so A_j* is the true adjoint by definition and the explicit formula remains to be proved. The orbitals need not be orthonormal; spin and occupation factors are absent.

```lean
/-- The exact-exchange operator `V = -∑_j A_j* K A_j` of the orbitals `φ j` with Coulomb
matrix `K`. -/
def exchange (b : P → G → ℂ) (Q : P → P → G → ℂ) (K : Matrix G G ℂ) (φ : J → G → ℂ) :
    Matrix G G ℂ :=
  -∑ j, (pairMap b Q (φ j))ᴴ * K * pairMap b Q (φ j)
```

The first theorem confirms that the matrix represents the intended map; `*ᵥ` applies a matrix to a vector. `Finset.sum_comm` moves the grid sum inward until it forms ⟨b_n, ψ⟩.

```lean
/-- The matrix `A_φ` applied to `ψ` gives the augmented pair density of `φ` and `ψ`. -/
theorem pairMap_mulVec (b : P → G → ℂ) (Q : P → P → G → ℂ) (φ ψ : G → ℂ) :
    pairMap b Q φ *ᵥ ψ = pairDensity b Q φ ψ := by
  funext r
  simp only [Matrix.mulVec, dotProduct, pairMap, Matrix.of_apply, pairDensity, add_mul,
    Finset.sum_add_distrib, ite_mul, zero_mul, Finset.sum_ite_eq, Finset.mem_univ, if_true]
  congr 1
  simp only [Finset.sum_mul]
  -- move the grid sum inside, where it forms the projector amplitude of `ψ`
  refine Finset.sum_comm.trans (Finset.sum_congr rfl fun m _ =>
    Finset.sum_comm.trans (Finset.sum_congr rfl fun n _ => ?_))
  have h : proj b ψ n = ∑ s, conj (b n s) * ψ s := rfl
  rw [h, Finset.mul_sum]
  exact Finset.sum_congr rfl fun s _ => by ring
```

For the adjoint, `h` computes the conjugated entries, and `hQ` enters there. The remaining steps collect the sum over s into the integral of v against Q_nm.

```lean
/-- If `conj Q_mn = Q_nm`, the adjoint of `A_φ` sends a potential `v` to
`v φ + ∑_mn b_n (∑_s v(s) Q_nm(s)) ⟨b_m, φ⟩`. -/
theorem pairMap_adjoint_mulVec (b : P → G → ℂ) (Q : P → P → G → ℂ)
    (hQ : ∀ m n r, conj (Q m n r) = Q n m r) (φ v : G → ℂ) :
    (pairMap b Q φ)ᴴ *ᵥ v = potentialOnOrbital b Q φ v := by
  funext r
  -- entries of the adjoint, with the symmetry of `Q` inserted
  have h : ∀ s, conj (pairMap b Q φ s r) = (if s = r then φ r else 0)
      + ∑ m, ∑ n, proj b φ m * Q n m s * b n r := by
    intro s
    by_cases hs : s = r
    · simp only [pairMap, Matrix.of_apply, hs, if_true, map_add, map_sum, map_mul,
        Complex.conj_conj, hQ]
    · simp only [pairMap, Matrix.of_apply, hs, if_false, map_add, map_zero, map_sum, map_mul,
        Complex.conj_conj, hQ]
  change ∑ s, conj (pairMap b Q φ s r) * v s = _
  simp only [h, potentialOnOrbital, add_mul, Finset.sum_add_distrib, ite_mul, zero_mul,
    Finset.sum_ite_eq', Finset.mem_univ, if_true]
  rw [mul_comm (φ r) (v r)]
  congr 1
  simp only [Finset.sum_mul]
  refine Finset.sum_comm.trans (Finset.sum_congr rfl fun m _ =>
    Finset.sum_comm.trans (Finset.sum_congr rfl fun n _ => ?_))
  rw [Finset.mul_sum, Finset.sum_mul]
  exact Finset.sum_congr rfl fun s _ => by ring
```

## Exchange acting on orbitals

Applying V means forming pair densities, applying K, and returning with the adjoints.

```lean
/-- The exchange operator acts on `ψ` by forming pair densities, applying the Coulomb matrix
and applying the adjoint maps `A_j*`. -/
theorem exchange_mulVec (b : P → G → ℂ) (Q : P → P → G → ℂ) (K : Matrix G G ℂ)
    (φ : J → G → ℂ) (ψ : G → ℂ) :
    exchange b Q K φ *ᵥ ψ
      = -∑ j, (pairMap b Q (φ j))ᴴ *ᵥ (K *ᵥ pairDensity b Q (φ j) ψ) := by
  have hs : ∀ M : J → Matrix G G ℂ, (∑ j, M j) *ᵥ ψ = ∑ j, M j *ᵥ ψ := by
    intro M
    funext r
    simp only [Matrix.mulVec, dotProduct, Matrix.sum_apply, Finset.sum_apply, Finset.sum_mul]
    exact Finset.sum_comm
  rw [exchange, Matrix.neg_mulVec, hs]
  congr 1
  refine Finset.sum_congr rfl fun j _ => ?_
  rw [← pairMap_mulVec, Matrix.mulVec_mulVec, Matrix.mulVec_mulVec, Matrix.mul_assoc]
```

Under the symmetry condition the adjoints can be replaced by the explicit expression.

```lean
/-- If `conj Q_mn = Q_nm`, exchange acts on `ψ` as minus the sum over orbitals `φ j` of the
Coulomb potential of the pair density of `φ j` and `ψ`, acting on `φ j`. -/
theorem exchange_explicit (b : P → G → ℂ) (Q : P → P → G → ℂ)
    (hQ : ∀ m n r, conj (Q m n r) = Q n m r) (K : Matrix G G ℂ)
    (φ : J → G → ℂ) (ψ : G → ℂ) :
    exchange b Q K φ *ᵥ ψ
      = -∑ j, potentialOnOrbital b Q (φ j) (K *ᵥ pairDensity b Q (φ j) ψ) := by
  simp only [exchange_mulVec, pairMap_adjoint_mulVec b Q hQ]
```

The sign argument turns on how Mathlib moves a matrix across a product. Its `⬝ᵥ` is bilinear and conjugates nothing, so ⟨χ, ψ⟩ is written `star χ ⬝ᵥ ψ`. `Matrix.dotProduct_mulVec` lets the adjoint matrix act on `star χ` from the right, and `Matrix.star_mulVec`, read backwards, recognises the result as `star` of A_j χ. Both sides of K then hold pair densities.

```lean
/-- A matrix element of exchange is minus the sum of Coulomb interactions between the augmented
pair densities of the two outer orbitals with each `φ j`. -/
theorem exchange_matrixElement (b : P → G → ℂ) (Q : P → P → G → ℂ) (K : Matrix G G ℂ)
    (φ : J → G → ℂ) (χ ψ : G → ℂ) :
    star χ ⬝ᵥ (exchange b Q K φ *ᵥ ψ)
      = -∑ j, star (pairDensity b Q (φ j) χ) ⬝ᵥ (K *ᵥ pairDensity b Q (φ j) ψ) := by
  rw [exchange_mulVec, dotProduct_neg, dotProduct_sum]
  congr 1
  refine Finset.sum_congr rfl fun j _ => ?_
  rw [Matrix.dotProduct_mulVec, ← Matrix.star_mulVec, pairMap_mulVec]
```

## Sign and equality case

Positive semidefiniteness of K expresses that no charge distribution has negative electrostatic self-energy. It is assumed here, not derived from a discretisation of 1/r. Neither Hermiticity nor the sign needs the symmetry of Q. The inequality is between complex numbers: with `ComplexOrder`, `≤ 0` says that the value is real and nonpositive.

```lean
/-- For a positive semidefinite Coulomb matrix, the ultrasoft exchange operator is Hermitian
and negative semidefinite. -/
theorem exchange_hermitian_nonpos (b : P → G → ℂ) (Q : P → P → G → ℂ) {K : Matrix G G ℂ}
    (hK : K.PosSemidef) (φ : J → G → ℂ) :
    (exchange b Q K φ).IsHermitian ∧
      ∀ ψ : G → ℂ, star ψ ⬝ᵥ (exchange b Q K φ *ᵥ ψ) ≤ 0 := by
  constructor
  · unfold Matrix.IsHermitian
    simp only [exchange, Matrix.conjTranspose_neg, Matrix.conjTranspose_sum,
      Matrix.conjTranspose_mul, Matrix.conjTranspose_conjTranspose, hK.isHermitian.eq,
      Matrix.mul_assoc]
  · intro ψ
    -- each orbital contributes minus a Coulomb self-energy
    rw [exchange_matrixElement]
    exact neg_nonpos.mpr (Finset.sum_nonneg fun j _ => hK.dotProduct_mulVec_nonneg _)
```

The equality case needs the stronger hypothesis `K.PosDef`. A periodic Coulomb kernel whose zero-wavevector component has been set to zero does not meet it, because a uniform density then costs no energy. In the proof, a vanishing sum of nonnegative terms forces each term to vanish, and a nonzero pair density would contradict strict positivity.

```lean
/-- For a positive definite Coulomb matrix, the exchange expectation value of `ψ` vanishes
exactly when its augmented pair density with every `φ j` vanishes. -/
theorem exchange_eq_zero_iff (b : P → G → ℂ) (Q : P → P → G → ℂ) {K : Matrix G G ℂ}
    (hK : K.PosDef) (φ : J → G → ℂ) (ψ : G → ℂ) :
    star ψ ⬝ᵥ (exchange b Q K φ *ᵥ ψ) = 0 ↔ ∀ j, pairDensity b Q (φ j) ψ = 0 := by
  rw [exchange_matrixElement, neg_eq_zero, Finset.sum_eq_zero_iff_of_nonneg
    (fun j _ => hK.posSemidef.dotProduct_mulVec_nonneg _)]
  constructor
  · intro h j
    by_contra hne
    exact (hK.dotProduct_mulVec_pos hne).ne' (h j (Finset.mem_univ j))
  · intro h j _
    rw [h j, Matrix.mulVec_zero, dotProduct_zero]

end

end UltrasoftExactExchange
```

```lean
#print axioms UltrasoftExactExchange.pairDensity_eq_allElectron
#print axioms UltrasoftExactExchange.exchange_explicit
#print axioms UltrasoftExactExchange.exchange_hermitian_nonpos
#print axioms UltrasoftExactExchange.exchange_eq_zero_iff
```

```
'UltrasoftExactExchange.pairDensity_eq_allElectron' depends on axioms: [propext, Classical.choice, Quot.sound]
'UltrasoftExactExchange.exchange_explicit' depends on axioms: [propext, Classical.choice, Quot.sound]
'UltrasoftExactExchange.exchange_hermitian_nonpos' depends on axioms: [propext, Classical.choice, Quot.sound]
'UltrasoftExactExchange.exchange_eq_zero_iff' depends on axioms: [propext, Classical.choice, Quot.sound]
```
